# For a fixed step size 0 < h < 2, the mean Verlet energy error of the unit oscillator from a standard Gaussian start is bounded in the number of steps

## How large does the mean energy error get after n steps?

Take the oscillator with energy $H(q,p) = (q^2+p^2)/2$, and let $V$ be the matrix of one velocity-Verlet step of size $h$: half kick, drift, half kick. Draw $q$ and $p$ independently from the standard Gaussian, which is the canonical distribution at $k_BT = 1$. For $0 < h < 2$ choose an angle $t$ with $\cos t = 1 - h^2/2$. I believe that the mean energy change after $n$ steps is

$$\frac{\sin^2(nt)\,h^4}{32\,(1-h^2/4)},$$

so that longer trajectories don't accumulate mean error. I would like to see this derived rigorously, with the average as a true integral, and checked by machine. What happens at $h = 2$?

## A fixed amplitude times an oscillating factor

The formula is right, and at $h=2$ the mean error is $2n^2$, which has no bound in $n$. Phase-space points are columns $(q,p)$, and matrix indices run over $0$ (position) and $1$ (momentum). For an oscillator of frequency $\omega$, the number $h$ stands for $\omega\,\Delta t$, and energies are in units of $k_BT$.

### The Gaussian average is a trace

Let a linear map $M$ move the point $z = (q,p)$. The energy change is

$$\Delta H = \tfrac12\, z^T(M^TM - I)\,z .$$

Since $\langle q^2\rangle = \langle p^2\rangle = 1$ and $\langle qp\rangle = 0$, only the diagonal entries survive the average:

$$\langle \Delta H\rangle = \tfrac12\operatorname{tr}(M^TM) - 1 .$$

### A Verlet step moves points along an ellipse

Multiplying the three substeps gives

$$V = \begin{pmatrix}1&0\\-h/2&1\end{pmatrix}\begin{pmatrix}1&h\\0&1\end{pmatrix}\begin{pmatrix}1&0\\-h/2&1\end{pmatrix} = \begin{pmatrix}1-h^2/2 & h\\ -h(1-h^2/4) & 1-h^2/2\end{pmatrix}.$$

Compare this with the family

$$R_r(a) = \begin{pmatrix}\cos a & r\sin a\\ -r^{-1}\sin a & \cos a\end{pmatrix},\qquad r\neq 0,$$

which preserves $q^2/r^2 + p^2$. The addition formulas for sine and cosine give $R_r(a)R_r(b) = R_r(a+b)$.

Write $d = 1 - h^2/4$, which is positive for $0<h<2$. From $\cos t = 1-h^2/2$,

$$\sin^2 t = 1 - (1-h^2/2)^2 = h^2 d > 0 .$$

Set $r = h/\sin t$. Then $r\sin t = h$ and $r^{-1}\sin t = \sin^2 t/h = hd$, so $V = R_r(t)$, whichever sign $\sin t$ has. Adding angles gives $V^n = R_r(nt)$, including $n=0$, where both sides are the identity.

### From the axis ratio to the energy error

The trace formula applied to $R_r(a)$ gives

$$\tfrac12\left(2\cos^2 a + (r^2+r^{-2})\sin^2 a\right) - 1 = \tfrac12\sin^2 a\,(r - r^{-1})^2 .$$

Here $r^2 = h^2/\sin^2 t = 1/d$, hence

$$(r-r^{-1})^2 = \frac1d + d - 2 = \frac{(1-d)^2}{d} = \frac{h^4}{16\,d}.$$

With $a = nt$ this is the formula in the question. Because $\sin^2(nt)\le 1$, the mean error never exceeds $h^4/(32d)$, and it equals this value exactly when $\cos(nt)=0$. For example, $h=\sqrt2$ allows $t=\pi/2$, and a single step then reaches the bound, $1/4$.

### The shear at h = 2

At $h=2$ the ellipse degenerates:

$$V = \begin{pmatrix}-1&2\\0&-1\end{pmatrix},\qquad V^n = (-1)^n\begin{pmatrix}1&-2n\\0&1\end{pmatrix}.$$

The trace of $(V^n)^TV^n$ is $2+4n^2$, so the mean error is $2n^2$. The bound for $h<2$ is accordingly uniform in $n$ at fixed $h$, but not uniform in $h$: it diverges as $h$ approaches $2$.

### The Lean file

```lean
import Mathlib

open MeasureTheory ProbabilityTheory Matrix

namespace HybridMonteCarloOscillator

noncomputable section

/-- One velocity-Verlet step of size `h` for the unit oscillator, acting on (position, momentum):
half kick, drift, half kick. -/
def verlet (h : ℝ) : Matrix (Fin 2) (Fin 2) ℝ :=
  !![1, 0; -(h / 2), 1] * !![1, h; 0, 1] * !![1, 0; -(h / 2), 1]

/-- The energy of the unit oscillator at the phase-space point (position, momentum). -/
def energy (z : Fin 2 → ℝ) : ℝ := (z 0 ^ 2 + z 1 ^ 2) / 2

/-- The energy change when the linear map `M` moves the phase-space point `z`. -/
def energyError (M : Matrix (Fin 2) (Fin 2) ℝ) (z : ℝ × ℝ) : ℝ :=
  energy (M *ᵥ ![z.1, z.2]) - energy ![z.1, z.2]

/-- Independent standard Gaussian position and momentum. -/
abbrev gaussianStart : Measure (ℝ × ℝ) := (gaussianReal 0 1).prod (gaussianReal 0 1)

/-- The energy change under `M`, averaged over the standard Gaussian start. -/
def meanEnergyError (M : Matrix (Fin 2) (Fin 2) ℝ) : ℝ :=
  ∫ z, energyError M z ∂gaussianStart

/-- For `r ≠ 0`, motion by the parametric angle `a` along an ellipse `q²/r² + p² = const`; the sign
of `r` sets the direction. -/
def ellipticRotation (r a : ℝ) : Matrix (Fin 2) (Fin 2) ℝ :=
  !![Real.cos a, r * Real.sin a; -(r⁻¹ * Real.sin a), Real.cos a]

/-- A quadratic form in position and momentum is integrable over the Gaussian start, and its mean
is the sum of its two diagonal coefficients. -/
theorem gaussian_mean_quadratic (a b c : ℝ) :
    Integrable (fun z : ℝ × ℝ => a * z.1 ^ 2 + b * (z.1 * z.2) + c * z.2 ^ 2) gaussianStart ∧
    ∫ z : ℝ × ℝ, (a * z.1 ^ 2 + b * (z.1 * z.2) + c * z.2 ^ 2) ∂gaussianStart = a + c := by
  have hL : MemLp (fun x : ℝ => x) 2 (gaussianReal 0 1) :=
    memLp_id_gaussianReal' 2 (by simp)
  have i1 : Integrable (fun x : ℝ => x) (gaussianReal 0 1) := hL.integrable one_le_two
  have i2 : Integrable (fun x : ℝ => x ^ 2) (gaussianReal 0 1) := hL.integrable_sq
  have m1 : ∫ x : ℝ, x ∂(gaussianReal 0 1) = 0 := integral_id_gaussianReal
  -- the second moment is the variance, because the mean vanishes
  have m2 : ∫ x : ℝ, x ^ 2 ∂(gaussianReal 0 1) = 1 := by
    have hv := variance_fun_id_gaussianReal (μ := 0) (v := 1)
    rw [variance_of_integral_eq_zero measurable_id'.aemeasurable m1] at hv
    simpa using hv
  have j1 : Integrable (fun z : ℝ × ℝ => z.1 ^ 2) gaussianStart := i2.comp_fst _
  have j2 : Integrable (fun z : ℝ × ℝ => z.1 * z.2) gaussianStart := i1.mul_prod i1
  have j3 : Integrable (fun z : ℝ × ℝ => z.2 ^ 2) gaussianStart := i2.comp_snd _
  have e1 : ∫ z : ℝ × ℝ, z.1 ^ 2 ∂gaussianStart = 1 := by
    have e := integral_prod_mul (μ := gaussianReal 0 1) (ν := gaussianReal 0 1)
      (fun x : ℝ => x ^ 2) (fun _ : ℝ => (1 : ℝ))
    simp only [mul_one, integral_const, probReal_univ, smul_eq_mul, m2] at e
    exact e
  have e2 : ∫ z : ℝ × ℝ, z.1 * z.2 ∂gaussianStart = 0 := by
    have e := integral_prod_mul (μ := gaussianReal 0 1) (ν := gaussianReal 0 1)
      (fun x : ℝ => x) (fun x : ℝ => x)
    rw [m1, mul_zero] at e
    exact e
  have e3 : ∫ z : ℝ × ℝ, z.2 ^ 2 ∂gaussianStart = 1 := by
    have e := integral_prod_mul (μ := gaussianReal 0 1) (ν := gaussianReal 0 1)
      (fun _ : ℝ => (1 : ℝ)) (fun x : ℝ => x ^ 2)
    simp only [one_mul, mul_one, integral_const, probReal_univ, smul_eq_mul, m2] at e
    exact e
  have k : Integrable (fun z : ℝ × ℝ => a * z.1 ^ 2 + b * (z.1 * z.2)) gaussianStart :=
    (j1.const_mul a).add (j2.const_mul b)
  refine ⟨k.add (j3.const_mul c), ?_⟩
  rw [integral_add k (j3.const_mul c), integral_add (j1.const_mul a) (j2.const_mul b),
    integral_const_mul, integral_const_mul, integral_const_mul, e1, e2, e3]
  ring

/-- For every linear phase-space map `M` the energy change is integrable over the Gaussian start,
and its mean is `tr(Mᵀ M)/2 - 1`. -/
theorem meanEnergyError_eq_trace (M : Matrix (Fin 2) (Fin 2) ℝ) :
    Integrable (energyError M) gaussianStart ∧
    meanEnergyError M = (Mᵀ * M).trace / 2 - 1 := by
  have hq : energyError M = fun z : ℝ × ℝ =>
      ((M 0 0 ^ 2 + M 1 0 ^ 2 - 1) / 2) * z.1 ^ 2
        + (M 0 0 * M 0 1 + M 1 0 * M 1 1) * (z.1 * z.2)
        + ((M 0 1 ^ 2 + M 1 1 ^ 2 - 1) / 2) * z.2 ^ 2 := by
    funext z
    simp only [energyError, energy, Matrix.mulVec, dotProduct, Fin.sum_univ_two,
      Matrix.cons_val_zero, Matrix.cons_val_one]
    ring
  unfold meanEnergyError
  rw [hq]
  refine ⟨(gaussian_mean_quadratic _ _ _).1, ?_⟩
  rw [(gaussian_mean_quadratic _ _ _).2]
  simp only [Matrix.trace_fin_two, Matrix.mul_apply, Fin.sum_univ_two, Matrix.transpose_apply]
  ring

/-- The entries of the Verlet matrix of the unit oscillator. -/
theorem verlet_entries (h : ℝ) :
    verlet h = !![1 - h ^ 2 / 2, h; -(h * (1 - h ^ 2 / 4)), 1 - h ^ 2 / 2] := by
  ext i j
  fin_cases i <;> fin_cases j <;>
    simp [verlet, Matrix.mul_apply, Fin.sum_univ_two] <;> ring

/-- Successive motions along the same ellipse add their angles. -/
theorem ellipticRotation_mul {r : ℝ} (hr : r ≠ 0) (a b : ℝ) :
    ellipticRotation r a * ellipticRotation r b = ellipticRotation r (a + b) := by
  ext i j
  fin_cases i <;> fin_cases j <;>
    simp [ellipticRotation, Matrix.mul_apply, Fin.sum_univ_two, Real.cos_add, Real.sin_add] <;>
    field_simp <;> ring

/-- The mean energy error of the elliptic motion `ellipticRotation r a`, for `r ≠ 0`. -/
theorem meanEnergyError_ellipticRotation {r : ℝ} (hr : r ≠ 0) (a : ℝ) :
    meanEnergyError (ellipticRotation r a) = Real.sin a ^ 2 * (r - r⁻¹) ^ 2 / 2 := by
  have hr1 : r * r⁻¹ = 1 := mul_inv_cancel₀ hr
  rw [(meanEnergyError_eq_trace _).2, Matrix.trace_fin_two, Matrix.mul_apply, Matrix.mul_apply,
    Fin.sum_univ_two, Fin.sum_univ_two]
  change (Real.cos a * Real.cos a + -(r⁻¹ * Real.sin a) * -(r⁻¹ * Real.sin a)
    + (r * Real.sin a * (r * Real.sin a) + Real.cos a * Real.cos a)) / 2 - 1 = _
  generalize r⁻¹ = q at hr1 ⊢
  linear_combination Real.sin_sq_add_cos_sq a + Real.sin a ^ 2 * hr1

/-- Mean energy error of `n` Verlet steps from a standard Gaussian start, for a step size
`0 < h < 2` and an angle `t` with `cos t = 1 - h²/2`. -/
theorem meanEnergyError_verlet {h t : ℝ} (h0 : 0 < h) (h2 : h < 2)
    (ht : Real.cos t = 1 - h ^ 2 / 2) (n : ℕ) :
    meanEnergyError (verlet h ^ n)
      = Real.sin (n * t) ^ 2 * h ^ 4 / (32 * (1 - h ^ 2 / 4)) := by
  have hh : h ≠ 0 := h0.ne'
  have hd : 0 < 1 - h ^ 2 / 4 := by nlinarith
  have hs2 : Real.sin t ^ 2 = h ^ 2 * (1 - h ^ 2 / 4) := by
    rw [Real.sin_sq, ht]; ring
  have hs : Real.sin t ≠ 0 := by
    intro h'
    have hp : 0 < h ^ 2 * (1 - h ^ 2 / 4) := mul_pos (pow_pos h0 2) hd
    rw [← hs2, h'] at hp
    norm_num at hp
  have hr : h / Real.sin t ≠ 0 := div_ne_zero hh hs
  -- a Verlet step moves by the angle t along an ellipse
  have hV : verlet h = ellipticRotation (h / Real.sin t) t := by
    have e1 : h / Real.sin t * Real.sin t = h := div_mul_cancel₀ h hs
    have e2 : (h / Real.sin t)⁻¹ * Real.sin t = h * (1 - h ^ 2 / 4) := by
      rw [inv_div, div_mul_eq_mul_div, ← sq, hs2, div_eq_iff hh]; ring
    rw [verlet_entries, ellipticRotation, e1, e2, ht]
  have hpow : verlet h ^ n = ellipticRotation (h / Real.sin t) (n * t) := by
    induction n with
    | zero => simp [ellipticRotation, Matrix.one_fin_two]
    | succ n ih =>
      rw [pow_succ, ih, hV, ellipticRotation_mul hr]
      congr 1
      push_cast
      ring
  -- the square of `r - r⁻¹` for `r = h / sin t`, in terms of the step size
  have key : (h / Real.sin t - (h / Real.sin t)⁻¹) ^ 2
      = (1 - (1 - h ^ 2 / 4)) ^ 2 / (1 - h ^ 2 / 4) := by
    rw [inv_div, div_sub_div _ _ hs hh, div_pow, mul_pow, ← sq, ← sq, hs2,
      div_eq_div_iff (mul_pos (mul_pos (pow_pos h0 2) hd) (pow_pos h0 2)).ne' hd.ne']
    ring
  rw [hpow, meanEnergyError_ellipticRotation hr, key,
    show h ^ 4 = 16 * (1 - (1 - h ^ 2 / 4)) ^ 2 by ring]
  generalize 1 - h ^ 2 / 4 = d
  ring

/-- For a fixed step size `0 < h < 2` the mean energy error is bounded uniformly in the number of
Verlet steps. -/
theorem meanEnergyError_verlet_bounded {h : ℝ} (h0 : 0 < h) (h2 : h < 2) (n : ℕ) :
    |meanEnergyError (verlet h ^ n)| ≤ h ^ 4 / (32 * (1 - h ^ 2 / 4)) := by
  have hB : 0 ≤ h ^ 4 / (32 * (1 - h ^ 2 / 4)) := div_nonneg (by positivity) (by nlinarith)
  have ht : Real.cos (Real.arccos (1 - h ^ 2 / 2)) = 1 - h ^ 2 / 2 :=
    Real.cos_arccos (by nlinarith) (by nlinarith)
  rw [meanEnergyError_verlet h0 h2 ht, mul_div_assoc, abs_of_nonneg (mul_nonneg (sq_nonneg _) hB)]
  exact mul_le_of_le_one_left hB (Real.sin_sq_le_one _)

/-- The uniform bound is attained after `n` steps exactly when `cos (n t) = 0`. -/
theorem meanEnergyError_verlet_eq_bound_iff {h t : ℝ} (h0 : 0 < h) (h2 : h < 2)
    (ht : Real.cos t = 1 - h ^ 2 / 2) (n : ℕ) :
    meanEnergyError (verlet h ^ n) = h ^ 4 / (32 * (1 - h ^ 2 / 4)) ↔ Real.cos (n * t) = 0 := by
  have hB : 0 < h ^ 4 / (32 * (1 - h ^ 2 / 4)) := div_pos (by positivity) (by nlinarith)
  have hsc := Real.sin_sq_add_cos_sq (n * t)
  rw [meanEnergyError_verlet h0 h2 ht, mul_div_assoc, mul_eq_right₀ hB.ne']
  constructor
  · intro e
    exact (pow_eq_zero_iff two_ne_zero).1 (by linarith)
  · intro e
    rw [e] at hsc
    linarith

/-- At the step size `h = 2` the mean energy error after `n` Verlet steps is `2 n²`. -/
theorem meanEnergyError_verlet_two (n : ℕ) :
    meanEnergyError (verlet 2 ^ n) = 2 * (n : ℝ) ^ 2 := by
  have hV : verlet 2 = !![-1, 2; 0, -1] := by
    rw [verlet_entries]; norm_num
  -- the powers contain a shear that grows linearly
  have hpow : verlet 2 ^ n
      = !![(-1 : ℝ) ^ n, -2 * (n : ℝ) * (-1 : ℝ) ^ n; 0, (-1 : ℝ) ^ n] := by
    induction n with
    | zero => simp [Matrix.one_fin_two]
    | succ n ih =>
      rw [pow_succ, ih, hV]
      ext i j
      fin_cases i <;> fin_cases j <;>
        simp [Matrix.mul_apply, Fin.sum_univ_two, pow_succ]
      ring
  have hs : ((-1 : ℝ) ^ n) ^ 2 = 1 := by
    rw [← pow_mul, mul_comm, pow_mul]; norm_num
  rw [hpow, (meanEnergyError_eq_trace _).2, Matrix.trace_fin_two, Matrix.mul_apply,
    Matrix.mul_apply, Fin.sum_univ_two, Fin.sum_univ_two]
  change ((-1 : ℝ) ^ n * (-1) ^ n + 0 * 0
    + (-2 * n * (-1) ^ n * (-2 * n * (-1) ^ n) + (-1) ^ n * (-1) ^ n)) / 2 - 1 = _
  generalize (-1 : ℝ) ^ n = s at hs ⊢
  linear_combination (1 + 2 * (n : ℝ) ^ 2) * hs

end

end HybridMonteCarloOscillator
```

```lean
#print axioms HybridMonteCarloOscillator.meanEnergyError_verlet_bounded
-- 'HybridMonteCarloOscillator.meanEnergyError_verlet_bounded' depends on axioms: [propext, Classical.choice, Quot.sound]
#print axioms HybridMonteCarloOscillator.meanEnergyError_verlet_eq_bound_iff
-- 'HybridMonteCarloOscillator.meanEnergyError_verlet_eq_bound_iff' depends on axioms: [propext, Classical.choice, Quot.sound]
#print axioms HybridMonteCarloOscillator.meanEnergyError_verlet_two
-- 'HybridMonteCarloOscillator.meanEnergyError_verlet_two' depends on axioms: [propext, Classical.choice, Quot.sound]
```

### What the theorems say

`verlet h` is the product of the three substep matrices, so the closed form of its entries is proved and not put in by hand. `energy` is $H$, and `energyError M z` is the energy after applying `M` minus the energy before. The measure `gaussianStart` is the product of two copies of `gaussianReal 0 1`, with mean $0$ and variance $1$; the product expresses the independence of position and momentum. `meanEnergyError M` is the integral of the energy change over this measure. Lean assigns the value $0$ to the integral of a non-integrable function, so `meanEnergyError_eq_trace` also states integrability, for every real $2\times2$ matrix.

The main theorem, `meanEnergyError_verlet`, takes `0 < h`, `h < 2`, any real `t` with `Real.cos t = 1 - h ^ 2 / 2`, and any natural number `n`. Its conclusion is the formula above for `verlet h ^ n`. The condition on `t` only names the angle; it does not restrict the dynamics further. `meanEnergyError_verlet_bounded` gives the uniform bound without mentioning `t`, `meanEnergyError_verlet_eq_bound_iff` says when it is attained, and `meanEnergyError_verlet_two` treats $h=2$.

For hybrid Monte Carlo, where a trajectory is accepted with probability $\min(1, e^{-\Delta H})$ at $k_BT=1$, the result shows for a single harmonic degree of freedom that the mean of $\Delta H$ does not grow systematically with trajectory length at a fixed stable step size. The acceptance probability itself is not computed. Anharmonic forces, coupled degrees of freedom, other starting distributions and rounding errors are also absent from the model.

### How the proof follows the calculation

`gaussian_mean_quadratic` supplies the moments. Square integrability of the coordinate under the Gaussian makes $x$ and $x^2$ integrable. The second moment is obtained from the variance, since the mean vanishes. `integral_prod_mul` factorises the integrals over the product measure, and linearity assembles the quadratic form.

`meanEnergyError_eq_trace` expands the energy change into such a form, with coefficients $(M_{00}^2+M_{10}^2-1)/2$ for $q^2$ and $(M_{01}^2+M_{11}^2-1)/2$ for $p^2$. Their sum is the trace expression.

`verlet_entries` multiplies out the substeps entry by entry, and `ellipticRotation_mul` does the same for two elliptic motions, using the addition formulas. In `meanEnergyError_ellipticRotation`, the closing `linear_combination` uses exactly two identities: $\sin^2 a+\cos^2 a=1$ and $r\,r^{-1}=1$.

Inside `meanEnergyError_verlet`, the intermediate facts match the steps by hand:

- `hs2` is $\sin^2 t = h^2d$, and `hs` concludes that $\sin t\neq0$.
- `hV` identifies the Verlet step with an elliptic rotation.
- `hpow` raises it to the power $n$ by induction, adding one angle $t$ per step.
- `key` evaluates $(r-r^{-1})^2$ as $(1-d)^2/d$.

The bound then takes $t = \arccos(1-h^2/2)$, which is legitimate because the argument lies between $-1$ and $1$, and uses $\sin^2\le1$. For the equality case, the positive amplitude is cancelled, leaving $\sin^2(nt)=1$, which is equivalent to $\cos(nt)=0$. At $h=2$, an induction establishes the sheared powers, and $((-1)^n)^2=1$ removes the alternating sign from the trace.

### Taking the trace as the definition

A purely algebraic model would define the mean energy error of $M$ as $\operatorname{tr}(M^TM)/2-1$. The matrix part of the proof would stay the same, and all the measure theory would disappear. The theorem would then be a statement about matrix powers, however, and its reading as an average over Gaussian starting points would rest on an argument made outside Lean. With the integral as the definition, that link is part of what is proved.
